# Coefficient conditions for exchange symmetry and zero coalescence slopes in a polynomial Jastrow term

Take a trial wave function $\Psi = e^{J}\Phi$, with $\Phi$ antisymmetric, whose Jastrow exponent $J$ already gives the correct cusps where two particles meet. Now add to $J$ a term $f(r_1, r_2, s)$ that correlates two electrons near a nucleus. Here $r_1$ and $r_2$ are the electron–nucleus distances and $s$ is the distance between the electrons, often written $r_{12}$. Two things can go wrong:

- If $f$ changes when two electrons of equal spin are exchanged, $\Psi$ is no longer antisymmetric.
- If $f$ has a slope of its own at a coalescence point, the local energy diverges there. In atomic units the local kinetic energy acquires $-\frac{2}{s}\,\partial f/\partial s$ where electrons of opposite spin meet (twice that for equal spins, where $\Phi$ vanishes linearly in their separation) and $-\frac{1}{r_1}\,\partial f/\partial r_1$ where electron 1 meets the nucleus, and no Coulomb term is left to balance them.

For a polynomial $f$ that contains at least the first power of the distance concerned, both faults are excluded by linear equations for its coefficients. In variational Monte Carlo such equations can be imposed before the parameters are optimised; the form treated here has one nucleus and no cutoff factor.

```lean
import Mathlib

open Finset

namespace JastrowCusp

noncomputable section
```

## The polynomial and its physical domain

The term is

$$f(r_1,r_2,s)=\sum_{l=0}^{L}\sum_{m=0}^{L}\sum_{n=0}^{M} c_{lmn}\,r_1^l r_2^m s^n .$$

Both electron–nucleus distances have the same highest power $L$, and $s$ has highest power $M$. In Lean, `range (L + 1)` runs over $0,\dots,L$. The coefficients `c` are a real function on all triples of natural numbers, of which `jastrow` reads only those in range.

```lean
/-- The polynomial Jastrow term `∑ c_lmn r₁^l r₂^m s^n` with `l, m ≤ L` and `n ≤ M`. -/
def jastrow (L M : ℕ) (c : ℕ → ℕ → ℕ → ℝ) (r₁ r₂ s : ℝ) : ℝ :=
  ∑ l ∈ range (L + 1), ∑ m ∈ range (L + 1), ∑ n ∈ range (M + 1),
    c l m n * r₁ ^ l * r₂ ^ m * s ^ n
```

Three distances belong to an actual arrangement of two electrons and a nucleus only if $|r_1-r_2|\le s\le r_1+r_2$. Exchange symmetry is required on these triples alone. Spin does not enter.

```lean
/-- Exchanging the electrons leaves `F` unchanged at all distances that obey the triangle
inequalities. -/
def ExchangeSymmetric (F : ℝ → ℝ → ℝ → ℝ) : Prop :=
  ∀ r₁ r₂ s, |r₁ - r₂| ≤ s → s ≤ r₁ + r₂ → F r₁ r₂ s = F r₂ r₁ s
```

## Zero slope at the two coalescences

Where the electrons meet away from the nucleus, $s=0$ and $r_1=r_2=r>0$. The requirement is $\partial f/\partial s=0$ there, with $r_1$ and $r_2$ held fixed. In `HasDerivAt (fun s => F r r s) 0 0` the first zero is the value of the derivative and the second is the point. The derivative is two-sided, so it uses the polynomial at negative $s$ as well; for a polynomial this gives the same slope as the approach from $s>0$.

The name `NoElectronCusp` refers to this term only: the full wave function keeps the cusp supplied by the rest of $J$.

```lean
/-- The derivative of `F` in `s` vanishes where the two electrons meet away from the nucleus. -/
def NoElectronCusp (F : ℝ → ℝ → ℝ → ℝ) : Prop :=
  ∀ r, 0 < r → HasDerivAt (fun s => F r r s) 0 0
```

Where electron 1 meets the nucleus and electron 2 is elsewhere, $r_1=0$ and $s=r_2=r>0$. The requirement is $\partial f/\partial r_1=0$. For an exchange-symmetric $f$ the same then holds for electron 2.

```lean
/-- The derivative of `F` in `r₁` vanishes where electron 1 meets the nucleus and electron 2
is elsewhere. -/
def NoNuclearCusp (F : ℝ → ℝ → ℝ → ℝ) : Prop :=
  ∀ r, 0 < r → HasDerivAt (fun r₁ => F r₁ r r) 0 0
```

The step from these zero slopes to a local energy without the coalescence divergences caused by $f$ is the kinetic-energy argument of the opening, and it remains an argument by hand.

## Sums at fixed total degree

On either coalescence line one distance $r$ remains, so terms with the same total power of $r$ merge. Their combined coefficient is

$$S_k=\sum_{\substack{i\le A,\ j\le B\\ i+j=k}} a_{ij}.$$

Lean calls this `shellSum`; it has nothing to do with electron shells.

```lean
/-- The sum of `a i j` over `i + j = k` with `i ≤ A` and `j ≤ B`. -/
def shellSum (A B : ℕ) (a : ℕ → ℕ → ℝ) (k : ℕ) : ℝ :=
  ∑ i ∈ range (A + 1), ∑ j ∈ range (B + 1), if i + j = k then a i j else 0
```

A nonzero polynomial has finitely many roots. If $\sum_{k<N} a_k x^k$ vanishes on an infinite set, every $a_k$ is therefore zero. The proof builds the polynomial from monomials, applies `Polynomial.eq_zero_of_infinite_isRoot` and reads off the coefficient of $x^k$.

```lean
/-- A polynomial in one distance that vanishes on an infinite set has zero coefficients. -/
theorem coeff_eq_zero {S : Set ℝ} (hS : S.Infinite) {N : ℕ} {a : ℕ → ℝ}
    (h : ∀ x ∈ S, ∑ k ∈ range N, a k * x ^ k = 0) : ∀ k < N, a k = 0 := by
  intro k hk
  have hp : (∑ i ∈ range N, Polynomial.monomial i (a i)) = 0 := by
    apply Polynomial.eq_zero_of_infinite_isRoot
    refine hS.mono fun x hx => ?_
    simpa [Polynomial.IsRoot, Polynomial.eval_finsetSum] using h x hx
  have hc := congrArg (fun p => Polynomial.coeff p k) hp
  simpa [Polynomial.finsetSum_coeff, Polynomial.coeff_monomial, hk] using hc
```

Collecting equal powers gives

$$\sum_{i=0}^{A}\sum_{j=0}^{B}a_{ij}x^{i+j}=\sum_{k=0}^{A+B}S_k x^k .$$

The left side vanishes on an infinite set exactly when every $S_k$ is zero. In the proof, `key` is this identity: the order of summation is exchanged, and for given $i,j$ only $k=i+j$ survives. For $k>A+B$ the sum $S_k$ has no terms and is zero anyway.

```lean
/-- A double power sum in one distance vanishes on an infinite set exactly when its
coefficients of each total degree add up to zero. -/
theorem shellSum_iff {S : Set ℝ} (hS : S.Infinite) (A B : ℕ) (a : ℕ → ℕ → ℝ) :
    (∀ x ∈ S, ∑ i ∈ range (A + 1), ∑ j ∈ range (B + 1), a i j * x ^ (i + j) = 0) ↔
      ∀ k, shellSum A B a k = 0 := by
  -- collect equal powers
  have key : ∀ x : ℝ, ∑ k ∈ range (A + B + 1), shellSum A B a k * x ^ k =
      ∑ i ∈ range (A + 1), ∑ j ∈ range (B + 1), a i j * x ^ (i + j) := by
    intro x
    simp only [shellSum, Finset.sum_mul]
    refine Finset.sum_comm.trans (Finset.sum_congr rfl fun i hi =>
      Finset.sum_comm.trans (Finset.sum_congr rfl fun j hj => ?_))
    rw [Finset.mem_range] at hi hj
    rw [Finset.sum_eq_single (i + j)]
    · rw [if_pos rfl]
    · intro k _ hk
      rw [if_neg (Ne.symm hk), zero_mul]
    · intro hn
      exact absurd (Finset.mem_range.2 (by omega)) hn
  constructor
  · intro h k
    by_cases hk : k < A + B + 1
    · exact coeff_eq_zero hS (fun x hx => (key x).trans (h x hx)) k hk
    · refine Finset.sum_eq_zero fun i hi => Finset.sum_eq_zero fun j hj => if_neg ?_
      rw [Finset.mem_range] at hi hj
      omega
  · intro h x _
    rw [← key x]
    exact Finset.sum_eq_zero fun k _ => by rw [h k, zero_mul]
```

## The linear coefficient as the slope

Differentiating term by term at the origin,

$$\frac{d}{dx}\sum_{n=0}^{N}a_nx^n\Big|_{x=0}=\sum_{n=0}^{N} n\,a_n\,0^{\,n-1}=a_1\qquad(N\ge1).$$

The term $n=0$ is the derivative of a constant and counts as zero (Lean reads its exponent $0-1$ as $0$, and the factor $n=0$ removes it). Those with $n\ge2$ have a positive power of zero. `Finset.sum_eq_single 1` isolates the remaining one.

```lean
/-- The slope at the origin of a polynomial of order at least one is its linear coefficient. -/
theorem hasDerivAt_powerSum {N : ℕ} (hN : 1 ≤ N) (a : ℕ → ℝ) :
    HasDerivAt (fun x : ℝ => ∑ n ∈ range (N + 1), a n * x ^ n) (a 1) 0 := by
  have h : HasDerivAt (fun x : ℝ => ∑ n ∈ range (N + 1), a n * x ^ n)
      (∑ n ∈ range (N + 1), a n * ((n : ℝ) * 0 ^ (n - 1))) 0 :=
    HasDerivAt.fun_sum fun n _ => (hasDerivAt_pow n (0 : ℝ)).const_mul (a n)
  refine h.congr_deriv ?_
  rw [Finset.sum_eq_single 1]
  · simp
  · intro n _ hn
    rcases n with _ | _ | n
    · simp
    · exact absurd rfl hn
    · simp
  · intro hn
    exact absurd (Finset.mem_range.2 (by omega)) hn
```

To use this in $r_1$, the triple sum is arranged as a polynomial in $r_1$ whose coefficients depend on $r_2$ and $s$:

$$f=\sum_{l=0}^{L}\Big(\sum_{m=0}^{L}\sum_{n=0}^{M}c_{lmn}r_2^m s^n\Big)r_1^l .$$

```lean
/-- The Jastrow term arranged in powers of the first electron–nucleus distance. -/
theorem jastrow_collect (L M : ℕ) (c : ℕ → ℕ → ℕ → ℝ) (r₁ r₂ s : ℝ) :
    jastrow L M c r₁ r₂ s = ∑ l ∈ range (L + 1),
      (∑ m ∈ range (L + 1), ∑ n ∈ range (M + 1), c l m n * r₂ ^ m * s ^ n) * r₁ ^ l := by
  simp only [jastrow, Finset.sum_mul]
  exact Finset.sum_congr rfl fun l _ => Finset.sum_congr rfl fun m _ =>
    Finset.sum_congr rfl fun n _ => by ring
```

## Exchange symmetry means $c_{lmn}=c_{mln}$

Put $d_{lmn}=c_{lmn}-c_{mln}$. Renaming the summation indices gives

$$f(r_1,r_2,s)-f(r_2,r_1,s)=\sum_{l,m,n}d_{lmn}\,r_1^l r_2^m s^n .$$

If all $d_{lmn}$ in range vanish, $f$ is symmetric.

For the converse, take the box $2\le r_1,r_2\le3$, $1\le s\le4$. There $|r_1-r_2|\le1\le s\le4\le r_1+r_2$, so every point is physical and the difference is zero. With $r_2$ and $s$ fixed, it is a polynomial in $r_1$ that vanishes on an interval, so each coefficient $\sum_{m,n}d_{lmn}r_2^m s^n$ is zero. The same argument in $r_2$ gives $\sum_n d_{lmn}s^n=0$, and in $s$ it gives $d_{lmn}=0$.

In the proof, `swap` is the renaming and `hdiff` the difference formula; `h1`, `h2` and `h3` are the three eliminations.

```lean
/-- The Jastrow term is exchange symmetric exactly when `c_lmn = c_mln` for all its
coefficients. -/
theorem exchangeSymmetric_iff (L M : ℕ) (c : ℕ → ℕ → ℕ → ℝ) :
    ExchangeSymmetric (jastrow L M c) ↔
      ∀ l ≤ L, ∀ m ≤ L, ∀ n ≤ M, c l m n = c m l n := by
  have swap : ∀ r₁ r₂ s, jastrow L M c r₂ r₁ s =
      jastrow L M (fun l m n => c m l n) r₁ r₂ s := by
    intro r₁ r₂ s
    unfold jastrow
    exact Finset.sum_comm.trans (Finset.sum_congr rfl fun l _ =>
      Finset.sum_congr rfl fun m _ => Finset.sum_congr rfl fun n _ => by ring)
  constructor
  · intro h l hl m hm n hn
    obtain ⟨d, hd⟩ : ∃ d : ℕ → ℕ → ℕ → ℝ, ∀ l m n, d l m n = c l m n - c m l n :=
      ⟨_, fun _ _ _ => rfl⟩
    have hdiff : ∀ r₁ r₂ s, jastrow L M d r₁ r₂ s =
        jastrow L M c r₁ r₂ s - jastrow L M c r₂ r₁ s := by
      intro r₁ r₂ s
      rw [swap r₁ r₂ s]
      simp only [jastrow, hd, sub_mul, Finset.sum_sub_distrib]
    -- the box 2 ≤ r₁, r₂ ≤ 3, 1 ≤ s ≤ 4 obeys the triangle inequalities
    have h1 : ∀ r₂ ∈ Set.Icc (2 : ℝ) 3, ∀ s ∈ Set.Icc (1 : ℝ) 4,
        ∑ m ∈ range (L + 1), ∑ n ∈ range (M + 1), d l m n * r₂ ^ m * s ^ n = 0 := by
      intro r₂ h₂ s hs
      refine coeff_eq_zero (S := Set.Icc (2 : ℝ) 3) (N := L + 1)
        (a := fun l => ∑ m ∈ range (L + 1), ∑ n ∈ range (M + 1), d l m n * r₂ ^ m * s ^ n)
        (Set.Icc_infinite (by norm_num)) (fun r₁ h₁ => ?_) l (by omega)
      refine (jastrow_collect L M d r₁ r₂ s).symm.trans ?_
      rw [hdiff, h r₁ r₂ s (abs_le.2 ⟨by linarith [h₁.1, h₂.2, hs.1],
        by linarith [h₁.2, h₂.1, hs.1]⟩) (by linarith [h₁.1, h₂.1, hs.2]), sub_self]
    have h2 : ∀ s ∈ Set.Icc (1 : ℝ) 4, ∑ n ∈ range (M + 1), d l m n * s ^ n = 0 := by
      intro s hs
      refine coeff_eq_zero (S := Set.Icc (2 : ℝ) 3) (N := L + 1)
        (a := fun m => ∑ n ∈ range (M + 1), d l m n * s ^ n)
        (Set.Icc_infinite (by norm_num)) (fun r₂ h₂ => ?_) m (by omega)
      refine Eq.trans ?_ (h1 r₂ h₂ s hs)
      simp only [Finset.sum_mul]
      exact Finset.sum_congr rfl fun m _ => Finset.sum_congr rfl fun n _ => by ring
    have h3 := coeff_eq_zero (Set.Icc_infinite (by norm_num)) h2 n (by omega)
    rw [hd] at h3
    exact sub_eq_zero.1 h3
  · intro h r₁ r₂ s _ _
    rw [swap]
    refine Finset.sum_congr rfl fun l hl => Finset.sum_congr rfl fun m hm =>
      Finset.sum_congr rfl fun n hn => ?_
    rw [Finset.mem_range] at hl hm hn
    rw [h l (by omega) m (by omega) n (by omega)]
```

## The electron–electron condition

By the slope formula in $s$, for $M\ge1$,

$$\frac{\partial f}{\partial s}\Big|_{s=0,\;r_1=r_2=r}=\sum_{l=0}^{L}\sum_{m=0}^{L}c_{lm1}\,r^{l+m}.$$

This vanishes for all $r>0$ exactly when

$$\sum_{l+m=k}c_{lm1}=0\quad\text{for every }k,$$

with $l,m\le L$.

The hypothesis $M\ge1$ ensures that the linear power of $s$ is present. Take $L=M=0$ and $c_{001}=1$: then $f=c_{000}$ has zero slope, while the sum for $k=0$ is $1$. Thus at $M=0$ zero slope need not imply that the sums vanish, because they read a coefficient that $f$ never uses.

In the proof, `key` computes the derivative. Uniqueness of derivatives then turns the requirement into the vanishing of the double sum, which `shellSum_iff` handles on the half-line $r>0$.

```lean
/-- For `M ≥ 1`, the Jastrow term has no electron–electron cusp exactly when the sums of `c_lm1`
over `l + m = k` with `l, m ≤ L` vanish for all `k`. -/
theorem noElectronCusp_iff (L : ℕ) {M : ℕ} (hM : 1 ≤ M) (c : ℕ → ℕ → ℕ → ℝ) :
    NoElectronCusp (jastrow L M c) ↔ ∀ k, shellSum L L (fun l m => c l m 1) k = 0 := by
  refine Iff.trans ?_ (shellSum_iff (Set.Ioi_infinite (0 : ℝ)) L L fun l m => c l m 1)
  have key : ∀ r : ℝ, HasDerivAt (fun s => jastrow L M c r r s)
      (∑ l ∈ range (L + 1), ∑ m ∈ range (L + 1), c l m 1 * r ^ (l + m)) 0 := by
    intro r
    have h : HasDerivAt (fun s => jastrow L M c r r s)
        (∑ l ∈ range (L + 1), ∑ m ∈ range (L + 1), c l m 1 * r ^ l * r ^ m) 0 :=
      HasDerivAt.fun_sum fun l _ => HasDerivAt.fun_sum fun m _ =>
        hasDerivAt_powerSum hM fun n => c l m n * r ^ l * r ^ m
    exact h.congr_deriv (Finset.sum_congr rfl fun l _ =>
      Finset.sum_congr rfl fun m _ => by ring)
  exact ⟨fun h r hr => (key r).unique (h r hr), fun h r hr => (key r).congr_deriv (h r hr)⟩
```

## The electron–nucleus condition

For $L\ge1$ the slope formula in $r_1$ gives

$$\frac{\partial f}{\partial r_1}\Big|_{r_1=0,\;s=r_2=r}=\sum_{m=0}^{L}\sum_{n=0}^{M}c_{1mn}\,r^{m+n},$$

and the requirement becomes

$$\sum_{m+n=k}c_{1mn}=0\quad\text{for every }k,$$

with $m\le L$ and $n\le M$. The proof has the same structure, with `jastrow_collect` first exposing the powers of $r_1$.

A cutoff factor that depends on $r_1$ and has a nonzero slope at $r_1=0$ would bring the coefficients $c_{0mn}$ into this condition, so the equations above apply to the bare polynomial.

```lean
/-- For `L ≥ 1`, the Jastrow term has no electron–nucleus cusp exactly when the sums of `c_1mn` over
`m + n = k` with `m ≤ L` and `n ≤ M` vanish for all `k`. -/
theorem noNuclearCusp_iff {L : ℕ} (hL : 1 ≤ L) (M : ℕ) (c : ℕ → ℕ → ℕ → ℝ) :
    NoNuclearCusp (jastrow L M c) ↔ ∀ k, shellSum L M (fun m n => c 1 m n) k = 0 := by
  refine Iff.trans ?_ (shellSum_iff (Set.Ioi_infinite (0 : ℝ)) L M fun m n => c 1 m n)
  have key : ∀ r : ℝ, HasDerivAt (fun r₁ => jastrow L M c r₁ r r)
      (∑ m ∈ range (L + 1), ∑ n ∈ range (M + 1), c 1 m n * r ^ (m + n)) 0 := by
    intro r
    simp only [jastrow_collect]
    refine (hasDerivAt_powerSum hL fun l => ∑ m ∈ range (L + 1), ∑ n ∈ range (M + 1),
      c l m n * r ^ m * r ^ n).congr_deriv ?_
    exact Finset.sum_congr rfl fun m _ => Finset.sum_congr rfl fun n _ => by ring
  exact ⟨fun h r hr => (key r).unique (h r hr), fun h r hr => (key r).congr_deriv (h r hr)⟩
```

## From a constant to a nontrivial example

For $L=M=1$ the three sets of equations leave only a constant. The electron–electron sums and symmetry give $c_{001}=c_{101}=c_{011}=c_{111}=0$. The electron–nucleus sums then give $c_{100}=c_{110}=0$, and symmetry gives $c_{010}=0$.

With $L=2$ and $M=1$ there is room for cancellation. Consider

$$f=(r_1-r_2)^2s+2r_1r_2(r_1+r_2).$$

Its nonzero coefficients are $c_{201}=c_{021}=1$, $c_{111}=-2$ and $c_{210}=c_{120}=2$. At $k=2$ the electron–electron sum is $1-2+1=0$ and the electron–nucleus sum is $c_{111}+c_{120}=-2+2=0$; all other sums contain only zeros. The example illustrates the coefficient equations; it is not a usable Jastrow term as it stands. It is never negative at physical distances and grows as their cube, so without a cutoff $e^f$ would make an exponentially decaying trial function non-normalisable.

```lean
/-- The coefficients of `(r₁ - r₂)² s + 2 r₁ r₂ (r₁ + r₂)`. -/
def sampleCoeff : ℕ → ℕ → ℕ → ℝ
  | 2, 0, 1 => 1
  | 0, 2, 1 => 1
  | 1, 1, 1 => -2
  | 2, 1, 0 => 2
  | 1, 2, 0 => 2
  | _, _, _ => 0
```

The slopes can also be found directly. Setting $r_1=r_2=r$ gives $f=4r^3$, independent of $s$. Setting $r_2=s=r$ gives $f=3r\,r_1^2+r^3$, which has no linear term in $r_1$. The proof takes this route: `hf` expands the sum into the closed formula, exchange symmetry follows by algebra, and the two restricted functions are differentiated at zero.

```lean
/-- The Jastrow term `(r₁ - r₂)² s + 2 r₁ r₂ (r₁ + r₂)` is exchange symmetric and has neither
an electron–electron nor an electron–nucleus cusp. -/
theorem jastrow_witness :
    (∀ r₁ r₂ s, jastrow 2 1 sampleCoeff r₁ r₂ s =
      (r₁ - r₂) ^ 2 * s + 2 * r₁ * r₂ * (r₁ + r₂)) ∧
    ExchangeSymmetric (jastrow 2 1 sampleCoeff) ∧
    NoElectronCusp (jastrow 2 1 sampleCoeff) ∧ NoNuclearCusp (jastrow 2 1 sampleCoeff) := by
  have hf : ∀ r₁ r₂ s, jastrow 2 1 sampleCoeff r₁ r₂ s =
      (r₁ - r₂) ^ 2 * s + 2 * r₁ * r₂ * (r₁ + r₂) := by
    intro r₁ r₂ s
    simp [jastrow, sampleCoeff, Finset.sum_range_succ]
    ring
  refine ⟨hf, fun r₁ r₂ s _ _ => ?_, fun r _ => ?_, fun r _ => ?_⟩
  · rw [hf, hf]
    ring
  · have e : (fun s => jastrow 2 1 sampleCoeff r r s) = fun _ => 4 * r ^ 3 := by
      funext s
      rw [hf]
      ring
    rw [e]
    exact hasDerivAt_const _ _
  · have e : (fun x => jastrow 2 1 sampleCoeff x r r) = fun x => 3 * r * x ^ 2 + r ^ 3 := by
      funext x
      rw [hf]
      ring
    rw [e]
    exact (((hasDerivAt_pow 2 (0 : ℝ)).const_mul (3 * r)).add_const (r ^ 3)).congr_deriv
      (by simp)

end

end JastrowCusp
```

```lean
#print axioms JastrowCusp.exchangeSymmetric_iff
-- 'JastrowCusp.exchangeSymmetric_iff' depends on axioms: [propext, Classical.choice, Quot.sound]
#print axioms JastrowCusp.noElectronCusp_iff
-- 'JastrowCusp.noElectronCusp_iff' depends on axioms: [propext, Classical.choice, Quot.sound]
#print axioms JastrowCusp.noNuclearCusp_iff
-- 'JastrowCusp.noNuclearCusp_iff' depends on axioms: [propext, Classical.choice, Quot.sound]
```
